# Least-squares charges fitted to a potential b with penalty λ‖q‖², λ > 0, have length at most ‖b‖/(2√λ)

A real matrix A takes a finite set of charges q to the potentials they produce at finitely many points, and the charges are fitted to a target potential b by q = (AᵀA + λI)⁻¹Aᵀb, with λ > 0. The theorem `len_fittedCharges_le` states that the Euclidean length of q is at most ‖b‖/(2√λ), whatever the matrix A; there is no constraint on the total charge. The proof takes the dot product of the normal equations with q, which gives ‖Aq‖² + λ‖q‖² = Aq·b. Combined with ‖2Aq − b‖² ≥ 0, this yields 4λ‖q‖² ≤ ‖b‖², and the bound follows by comparing squares.

This version doesn't compile in Lean 4 with Mathlib:

```lean
import Mathlib

open Matrix

namespace RegularisedChargeFit

noncomputable section

variable {m n : Type*} [Fintype m] [Fintype n] [DecidableEq n]

/-- The Euclidean length of a real vector of charges or potentials. -/
def len {ι : Type*} [Fintype ι] (v : ι → ℝ) : ℝ := √(v ⬝ᵥ v)

/-- The matrix `AᵀA + lam I` of the regularised normal equations. -/
def normalMatrix (A : Matrix m n ℝ) (lam : ℝ) : Matrix n n ℝ :=
  Aᵀ * A + lam • (1 : Matrix n n ℝ)

/-- The fitted charges `(AᵀA + lam I)⁻¹ Aᵀ b`, for a penalty `lam > 0`. -/
def fittedCharges (A : Matrix m n ℝ) (b : m → ℝ) (lam : ℝ) : n → ℝ :=
  (normalMatrix A lam)⁻¹ *ᵥ (Aᵀ *ᵥ b)

/-- The squared length of a vector is its dot product with itself. -/
theorem len_sq {ι : Type*} [Fintype ι] (v : ι → ℝ) : len v ^ 2 = v ⬝ᵥ v :=
  Real.sq_sqrt (Finset.sum_nonneg fun i _ => mul_self_nonneg (v i))

omit [DecidableEq n] in
/-- Pairing charges with back-projected potentials equals pairing the potentials
of those charges with the given potentials. -/
theorem dot_transpose (A : Matrix m n ℝ) (x : n → ℝ) (y : m → ℝ) :
    x ⬝ᵥ (Aᵀ *ᵥ y) = (A *ᵥ x) ⬝ᵥ y := by
  rw [Matrix.dotProduct_mulVec, Matrix.vecMul_transpose]

/-- The normal matrix acts on charges by mapping to potentials and back, and adding
`lam` times the charges. -/
theorem normalMatrix_mulVec (A : Matrix m n ℝ) (lam : ℝ) (v : n → ℝ) :
    normalMatrix A lam *ᵥ v = Aᵀ *ᵥ (A *ᵥ v) + lam • v := by
  rw [normalMatrix, Matrix.add_mulVec, Matrix.smul_mulVec, Matrix.one_mulVec,
    Matrix.mulVec_mulVec]

/-- For a positive penalty the normal matrix is non-singular, whatever the rank of `A`. -/
theorem normalMatrix_det_ne_zero (A : Matrix m n ℝ) {lam : ℝ} (hlam : 0 < lam) :
    (normalMatrix A lam).det ≠ 0 := by
  intro h
  obtain ⟨v, hv, h0⟩ := Matrix.exists_mulVec_eq_zero_iff.mpr h
  rw [normalMatrix_mulVec] at h0
  -- contract the null-vector equation with the null vector itself
  have h1 := congrArg (fun w => v ⬝ᵥ w) h0
  simp only [dotProduct_add, dotProduct_smul, dot_transpose, dotProduct_zero,
    smul_eq_mul, ← len_sq] at h1
  have hpos : 0 < len v ^ 2 := (sq_nonneg (len v)).lt_of_ne' (by
    rw [len_sq]
    exact fun h => hv (dotProduct_self_eq_zero.mp h))
  linarith [mul_pos hlam hpos, sq_nonneg (len (A *ᵥ v))]

/-- For a positive penalty, a charge vector solves the regularised normal equations
exactly when it is the vector of fitted charges. -/
theorem normal_equation_iff (A : Matrix m n ℝ) (b : m → ℝ) {lam : ℝ} (hlam : 0 < lam)
    (p : n → ℝ) :
    Aᵀ *ᵥ (A *ᵥ p) + lam • p = Aᵀ *ᵥ b ↔ p = fittedCharges A b lam := by
  have hu : IsUnit (normalMatrix A lam).det :=
    isUnit_iff_ne_zero.mpr (normalMatrix_det_ne_zero A hlam)
  rw [← normalMatrix_mulVec]
  constructor
  · intro h
    rw [fittedCharges, ← h, Matrix.mulVec_mulVec, Matrix.nonsing_inv_mul _ hu,
      Matrix.one_mulVec]
  · rintro rfl
    rw [fittedCharges, Matrix.mulVec_mulVec, Matrix.mul_nonsing_inv _ hu,
      Matrix.one_mulVec]

/-- The length of the fitted charge vector is at most the length of the target potential
divided by `2 √lam`, independently of `A`. -/
theorem len_fittedCharges_le (A : Matrix m n ℝ) (b : m → ℝ) {lam : ℝ} (hlam : 0 < lam) :
    len (fittedCharges A b lam) ≤ len b / (2 * √lam) := by
  have hn := (normal_equation_iff A b hlam (fittedCharges A b lam)).mpr rfl
  generalize fittedCharges A b lam = q at hn ⊢
  have h1 := congrArg (fun w => q ⬝ᵥ w) hn
  simp only [dotProduct_add, dotProduct_smul, dot_transpose, smul_eq_mul] at h1
  -- the square of 2Aq - b is non-negative
  have h2 := sq_nonneg (len (A *ᵥ q + A *ᵥ q - b))
  simp only [len_sq, add_dotProduct, dotProduct_add, sub_dotProduct, dotProduct_sub] at h2
  have h3 := dotProduct_comm b (A *ᵥ q)
  have hs : 0 < √lam := Real.sqrt_pos.mpr hlam
  rw [le_div_iff₀ (by positivity)]
  refine (sq_le_sq₀ (mul_nonneg (Real.sqrt_nonneg _) (by positivity))
    (Real.sqrt_nonneg _)).mp ?_
  rw [mul_pow, mul_pow, Real.sq_sqrt hlam.le, len_sq, len_sq]
  linarith

end

end RegularisedChargeFit
```

The error:

```
Main.lean:87:46: error: Tactic `rewrite` failed: Did not find an occurrence of the pattern
  len ?v ^ 2
in the target expression
  √(q ⬝ᵥ q) ^ 2 * (2 ^ 2 * lam) ≤ √(b ⬝ᵥ b) ^ 2

m : Type u_1
n : Type u_2
inst✝² : Fintype m
inst✝¹ : Fintype n
inst✝ : DecidableEq n
A : Matrix m n ℝ
b : m → ℝ
lam : ℝ
hlam : 0 < lam
q : n → ℝ
hn : Aᵀ *ᵥ A *ᵥ q + lam • q = Aᵀ *ᵥ b
h1 : A *ᵥ q ⬝ᵥ A *ᵥ q + lam * q ⬝ᵥ q = A *ᵥ q ⬝ᵥ b
h2 :
  0 ≤
    A *ᵥ q ⬝ᵥ A *ᵥ q + A *ᵥ q ⬝ᵥ A *ᵥ q - b ⬝ᵥ A *ᵥ q + (A *ᵥ q ⬝ᵥ A *ᵥ q + A *ᵥ q ⬝ᵥ A *ᵥ q - b ⬝ᵥ A *ᵥ q) -
      (A *ᵥ q ⬝ᵥ b + A *ᵥ q ⬝ᵥ b - b ⬝ᵥ b)
h3 : b ⬝ᵥ A *ᵥ q = A *ᵥ q ⬝ᵥ b
hs : 0 < √lam
⊢ √(q ⬝ᵥ q) ^ 2 * (2 ^ 2 * lam) ≤ √(b ⬝ᵥ b) ^ 2
```

Diagnosis. The error is at the first `len_sq` in the last `rw`. That lemma rewrites `len ?v ^ 2`, but the goal contains `√(q ⬝ᵥ q) ^ 2` and `√(b ⬝ᵥ b) ^ 2`. These are equal to the squared lengths by the definition of `len`, but `rw` looks for the pattern as written and does not unfold `len` to find it.

The square roots came in with the `refine` step. Its two uses of `Real.sqrt_nonneg _` make `sq_le_sq₀` speak of square roots. Lean unfolded `len` to match this with the goal, and the new goal kept the unfolded form.

The repair states the squared inequality first, as `h4`, with `len q` and `len b` written out. The same rewrites now find their pattern, and `linarith` closes the goal. The `sq_le_sq₀` step comes afterwards, in `exact`, where the two forms only have to agree by definition, so unfolding `len` does no harm.

The change, after which it compiles:

```diff
@@ -83,8 +83,9 @@
   have hs : 0 < √lam := Real.sqrt_pos.mpr hlam
   rw [le_div_iff₀ (by positivity)]
-  refine (sq_le_sq₀ (mul_nonneg (Real.sqrt_nonneg _) (by positivity))
-    (Real.sqrt_nonneg _)).mp ?_
-  rw [mul_pow, mul_pow, Real.sq_sqrt hlam.le, len_sq, len_sq]
-  linarith
+  have h4 : (len q * (2 * √lam)) ^ 2 ≤ len b ^ 2 := by
+    rw [mul_pow, mul_pow, Real.sq_sqrt hlam.le, len_sq, len_sq]
+    linarith
+  exact (sq_le_sq₀ (mul_nonneg (Real.sqrt_nonneg _) (by positivity))
+    (Real.sqrt_nonneg _)).mp h4
 
 end
```
